# The compact Landau condition does not fix the gauge on a U(1) ring of two or more sites

The sites of a periodic ring are $x\in\mathbb Z/n$ with $n\ge1$, the link $U(x)$ from $x$ to $x+1$ is a complex number of modulus one, and a gauge function $g$ with values on the unit circle acts by $U(x)\mapsto g(x)\,U(x)\,g(x+1)^{-1}$. The compact Landau condition is $\operatorname{Im}U(x)=\operatorname{Im}U(x-1)$ at every site, and the gauge functional is $F(U)=\sum_x\operatorname{Re}U(x)$.

```lean
import Mathlib

open scoped Real

namespace GribovCopiesOnRing

noncomputable section

/-- Gauge transformation of the U(1) links of a ring; `U x` joins site `x` to site `x + 1`. -/
def gaugeTransform {n : ℕ} (g U : ZMod n → Circle) : ZMod n → Circle :=
  fun x => g x * U x * (g (x + 1))⁻¹

/-- The trivial configuration, with every link equal to one. -/
def vacuum (n : ℕ) : ZMod n → Circle := fun _ => 1

/-- The compact Landau condition: the imaginary parts of the two links at each site agree. -/
def IsLandau {n : ℕ} (U : ZMod n → Circle) : Prop :=
  ∀ x, (U x : ℂ).im = (U (x - 1) : ℂ).im

/-- The gauge functional: the sum of the real parts of all links. -/
def landauFunctional {n : ℕ} [NeZero n] (U : ZMod n → Circle) : ℝ :=
  ∑ x, (U x : ℂ).re

/-- The gauge function `exp (2 π i k x / n)` on the sites `x = 0, ..., n - 1`. -/
def windingGauge (n : ℕ) (k : ℤ) : ZMod n → Circle :=
  fun x => Circle.exp (2 * π * k * (x.val : ℝ) / n)

variable {n : ℕ} [NeZero n]

/-- First variation of the gauge functional under the gauge rotation `exp (i t ω(x))`. -/
theorem hasDerivAt_landauFunctional (U : ZMod n → Circle) (ω : ZMod n → ℝ) :
    HasDerivAt (fun t : ℝ =>
        landauFunctional (gaugeTransform (fun x => Circle.exp (t * ω x)) U))
      (∑ x, ω x * ((U (x - 1) : ℂ).im - (U x : ℂ).im)) 0 := by
  -- each link is rotated by the difference of the angles at its ends
  have hlink : ∀ (t : ℝ) (x : ZMod n),
      ((gaugeTransform (fun x => Circle.exp (t * ω x)) U x : Circle) : ℂ).re
        = Real.cos (t * (ω x - ω (x + 1))) * (U x : ℂ).re
          - Real.sin (t * (ω x - ω (x + 1))) * (U x : ℂ).im := by
    intro t x
    have e : gaugeTransform (fun x => Circle.exp (t * ω x)) U x
        = Circle.exp (t * (ω x - ω (x + 1))) * U x := by
      rw [mul_sub, Circle.exp_sub]
      simp only [gaugeTransform, div_eq_mul_inv]
      exact mul_right_comm _ _ _
    rw [e, Circle.coe_mul, Circle.coe_exp, Complex.mul_re,
      Complex.exp_ofReal_mul_I_re, Complex.exp_ofReal_mul_I_im]
  have hd : ∀ x : ZMod n, HasDerivAt (fun t : ℝ =>
      Real.cos (t * (ω x - ω (x + 1))) * (U x : ℂ).re
        - Real.sin (t * (ω x - ω (x + 1))) * (U x : ℂ).im)
      ((ω (x + 1) - ω x) * (U x : ℂ).im) 0 := by
    intro x
    have h1 : HasDerivAt (fun t : ℝ => t * (ω x - ω (x + 1))) (ω x - ω (x + 1)) 0 :=
      hasDerivAt_mul_const _
    refine ((h1.cos.mul_const _).fun_sub (h1.sin.mul_const _)).congr_deriv ?_
    rw [zero_mul, Real.sin_zero, Real.cos_zero]
    ring
  -- summation by parts on the ring
  have hs : ∑ x, ω (x + 1) * (U x : ℂ).im = ∑ x, ω x * (U (x - 1) : ℂ).im := by
    simpa using Equiv.sum_comp (Equiv.addRight (1 : ZMod n))
      (fun x => ω x * (U (x - 1) : ℂ).im)
  simp only [landauFunctional, hlink]
  refine (HasDerivAt.fun_sum (fun x _ => hd x)).congr_deriv ?_
  simp only [sub_mul, mul_sub, Finset.sum_sub_distrib, hs]

/-- The compact Landau condition holds exactly when the gauge functional is stationary under
all infinitesimal gauge rotations. -/
theorem isLandau_iff_stationary (U : ZMod n → Circle) :
    IsLandau U ↔ ∀ ω : ZMod n → ℝ, HasDerivAt (fun t : ℝ =>
      landauFunctional (gaugeTransform (fun x => Circle.exp (t * ω x)) U)) 0 0 := by
  constructor
  · intro h ω
    exact (hasDerivAt_landauFunctional U ω).congr_deriv
      (Finset.sum_eq_zero fun x _ => by rw [h x, sub_self, mul_zero])
  · intro h y
    -- rotate the single site y
    have h1 := (hasDerivAt_landauFunctional U (fun x => if x = y then 1 else 0)).unique (h _)
    simp only [ite_mul, one_mul, zero_mul, Finset.sum_ite_eq', Finset.mem_univ,
      if_true] at h1
    linarith

/-- From one site to the next, also across the seam of the ring, the winding gauge function
gains the phase `2 π k / n`. -/
theorem windingGauge_add_one (k : ℤ) (x : ZMod n) :
    windingGauge n k (x + 1) = windingGauge n k x * Circle.exp (2 * π * k / n) := by
  have hn : (n : ℝ) ≠ 0 := Nat.cast_ne_zero.2 (NeZero.ne n)
  obtain ⟨q, h⟩ : ∃ q : ℕ, x.val + 1 = n * q + (x + 1).val := by
    refine ⟨(x.val + 1) / n, ?_⟩
    rw [ZMod.val_add, ZMod.val_one_eq_one_mod, Nat.add_mod_mod]
    exact (Nat.div_add_mod _ _).symm
  have hR := congrArg (Nat.cast : ℕ → ℝ) h
  rw [Nat.cast_add, Nat.cast_add, Nat.cast_mul, Nat.cast_one] at hR
  -- whole turns do not change the phase
  have hturn : Circle.exp (2 * π * ((k * q : ℤ) : ℝ)) = 1 := by
    apply Circle.ext
    rw [Circle.coe_exp, Circle.coe_one, Complex.exp_eq_one_iff]
    exact ⟨k * q, by push_cast; ring⟩
  have key : 2 * π * k * (x.val : ℝ) / n + 2 * π * k / n
      = 2 * π * k * ((x + 1).val : ℝ) / n + 2 * π * ((k * q : ℤ) : ℝ) := by
    rw [Int.cast_mul, Int.cast_natCast]
    calc 2 * π * k * (x.val : ℝ) / n + 2 * π * k / n
        = 2 * π * k * ((x.val : ℝ) + 1) / n := by ring
      _ = 2 * π * k * (n * q + ((x + 1).val : ℝ)) / n := by rw [hR]
      _ = _ := by
        field_simp
        ring
  unfold windingGauge
  rw [← Circle.exp_add, key, Circle.exp_add, hturn, mul_one]

/-- The winding gauge function turns the vacuum into the constant link `exp (-2 π i k / n)`. -/
theorem gaugeTransform_winding_vacuum (k : ℤ) (x : ZMod n) :
    gaugeTransform (windingGauge n k) (vacuum n) x = Circle.exp (-(2 * π * k / n)) := by
  simp only [gaugeTransform, vacuum, windingGauge_add_one, Circle.exp_neg, mul_one, mul_inv]
  rw [mul_inv_cancel_left]

/-- Gribov copies: the vacuum and its transform with winding number `k`, not a multiple of `n`,
both obey the Landau condition, with functional values `n` and `n cos (2 π k / n) < n`. -/
theorem gribov_copies (k : ℤ) (hk : ¬ (n : ℤ) ∣ k) :
    IsLandau (vacuum n) ∧
    IsLandau (gaugeTransform (windingGauge n k) (vacuum n)) ∧
    landauFunctional (vacuum n) = n ∧
    landauFunctional (gaugeTransform (windingGauge n k) (vacuum n))
      = n * Real.cos (2 * π * k / n) ∧
    n * Real.cos (2 * π * k / n) < n := by
  have hn : (0 : ℝ) < n := Nat.cast_pos.2 (Nat.pos_of_ne_zero (NeZero.ne n))
  refine ⟨fun _ => rfl, fun x => ?_, ?_, ?_, ?_⟩
  · rw [gaugeTransform_winding_vacuum, gaugeTransform_winding_vacuum]
  · simp [landauFunctional, vacuum, ZMod.card]
  · simp only [landauFunctional, gaugeTransform_winding_vacuum, Circle.coe_exp,
      Complex.exp_ofReal_mul_I_re, Real.cos_neg, Finset.sum_const, Finset.card_univ,
      ZMod.card, nsmul_eq_mul]
  · -- the cosine equals one only for whole turns
    have hc : Real.cos (2 * π * k / n) < 1 := by
      refine lt_of_le_of_ne (Real.cos_le_one _) (fun h => ?_)
      obtain ⟨m, hm⟩ := (Real.cos_eq_one_iff _).1 h
      rw [eq_div_iff hn.ne'] at hm
      have h2 : (k : ℝ) = n * m := by
        apply mul_left_cancel₀ Real.two_pi_pos.ne'
        linear_combination -hm
      exact hk ⟨m, by exact_mod_cast h2⟩
    nlinarith

/-- On a ring of at least two sites, `g(x) = exp (2 π i x / n)` maps the vacuum to another
Landau configuration with a different value of the gauge functional. -/
theorem landau_gauge_not_unique (hn : 2 ≤ n) :
    IsLandau (vacuum n) ∧ IsLandau (gaugeTransform (windingGauge n 1) (vacuum n)) ∧
    landauFunctional (gaugeTransform (windingGauge n 1) (vacuum n))
      ≠ landauFunctional (vacuum n) := by
  have hk : ¬ (n : ℤ) ∣ 1 := by
    intro h
    have := Int.le_of_dvd one_pos h
    omega
  obtain ⟨h1, h2, h3, h4, h5⟩ := gribov_copies (n := n) 1 hk
  exact ⟨h1, h2, by rw [h3, h4]; exact h5.ne⟩

/-- Every gauge transform of the vacuum that obeys the Landau condition and whose links all have
positive real part equals the transform of the vacuum by some winding gauge function. -/
theorem landau_copy_is_winding (g : ZMod n → Circle)
    (hL : IsLandau (gaugeTransform g (vacuum n)))
    (hpos : ∀ x, 0 < (gaugeTransform g (vacuum n) x : ℂ).re) :
    ∃ k : ℤ, gaugeTransform g (vacuum n) = gaugeTransform (windingGauge n k) (vacuum n) := by
  have hn : (n : ℝ) ≠ 0 := Nat.cast_ne_zero.2 (NeZero.ne n)
  -- the product of the links around the ring is one
  have hprod : ∏ x, gaugeTransform g (vacuum n) x = 1 := by
    have hs : ∏ x, g (x + 1) = ∏ x, g x := Equiv.prod_comp (Equiv.addRight (1 : ZMod n)) g
    simp only [gaugeTransform, vacuum, mul_one, Finset.prod_mul_distrib,
      Finset.prod_inv_distrib, hs, mul_inv_cancel]
  generalize gaugeTransform g (vacuum n) = V at hL hpos hprod ⊢
  -- neighbouring links coincide, hence all links do
  have hstep : ∀ x, V x = V (x - 1) := by
    intro x
    have h1 := Circle.normSq_coe (V x)
    have h2 := Circle.normSq_coe (V (x - 1))
    rw [Complex.normSq_apply] at h1 h2
    rw [hL x] at h1
    have h3 : ((V x : ℂ).re - (V (x - 1) : ℂ).re)
        * ((V x : ℂ).re + (V (x - 1) : ℂ).re) = 0 := by linear_combination h1 - h2
    have h4 := hpos x
    have h5 := hpos (x - 1)
    refine Circle.ext (Complex.ext ?_ (hL x))
    rcases mul_eq_zero.1 h3 with h | h <;> linarith
  have hnat : ∀ m : ℕ, V (m : ZMod n) = V 0 := by
    intro m
    induction m with
    | zero => rw [Nat.cast_zero]
    | succ m ih => rw [hstep, Nat.cast_succ, add_sub_cancel_right, ih]
  have hconst : ∀ x, V x = V 0 := fun x => by
    rw [← ZMod.natCast_zmod_val x]
    exact hnat _
  -- the common link is an n-th root of unity
  have hpow : V 0 ^ n = 1 := by
    rw [Finset.prod_congr rfl (fun x _ => hconst x), Finset.prod_const, Finset.card_univ,
      ZMod.card] at hprod
    exact hprod
  have harg : Circle.exp (Complex.arg (V 0 : ℂ)) = V 0 := Circle.exp_arg _
  have hexp : Complex.exp (n * ((Complex.arg (V 0 : ℂ) : ℂ) * Complex.I)) = 1 := by
    rw [Complex.exp_nat_mul, ← Circle.coe_exp, harg, ← Circle.coe_pow, hpow, Circle.coe_one]
  obtain ⟨m, hm⟩ := Complex.exp_eq_one_iff.1 hexp
  have hm' : (n : ℝ) * Complex.arg (V 0 : ℂ) = m * (2 * π) := by
    have h := congrArg Complex.im hm
    simpa using h
  refine ⟨-m, funext fun x => ?_⟩
  rw [gaugeTransform_winding_vacuum, hconst x, ← harg]
  congr 1
  rw [Int.cast_neg, mul_neg, neg_div, neg_neg, eq_div_iff hn]
  linear_combination hm'

end

end GribovCopiesOnRing
```

```lean
#print axioms GribovCopiesOnRing.isLandau_iff_stationary
#print axioms GribovCopiesOnRing.landau_gauge_not_unique
#print axioms GribovCopiesOnRing.landau_copy_is_winding
```

```
'GribovCopiesOnRing.isLandau_iff_stationary' depends on axioms: [propext, Classical.choice, Quot.sound]
'GribovCopiesOnRing.landau_gauge_not_unique' depends on axioms: [propext, Classical.choice, Quot.sound]
'GribovCopiesOnRing.landau_copy_is_winding' depends on axioms: [propext, Classical.choice, Quot.sound]
```

## Two Landau configurations on one gauge orbit

In Lean, sites are `ZMod n`, so $x+1$ wraps around the ring, and links are elements of `Circle`. `IsLandau` is the condition and `landauFunctional` is $F$. For a link $U=e^{i\theta}$ the imaginary part is $\sin\theta$, so at small angles the condition becomes the lattice form of $\partial A=0$.

`landau_gauge_not_unique` says that for $n\ge2$ the vacuum, with all links equal to 1, and its transform by $g(x)=e^{2\pi i x/n}$ both satisfy the condition, with different values of $F$. `gribov_copies` treats any integer winding $k$ not divisible by $n$ and gives the values $n$ and $n\cos(2\pi k/n)<n$.

The Gribov ambiguity is best known from non-abelian gauge theory in the continuum. The copies here belong to a compact abelian field in one dimension, without dynamics, and arise from winding. Even in this small model, a simulation that imposes only the Landau condition has not selected a unique configuration, and a gauge-dependent average may depend on the copy found.

## The condition as stationarity of $F$

Take $g(x)=e^{it\omega(x)}$ with real angles $\omega(x)$. The link at $x$ is multiplied by $e^{it\delta(x)}$, where $\delta(x)=\omega(x)-\omega(x+1)$, so its real part becomes
$$\cos(t\delta(x))\operatorname{Re}U(x)-\sin(t\delta(x))\operatorname{Im}U(x).$$
Differentiating at $t=0$ and shifting the summation index around the ring gives
$$\frac{dF}{dt}\Big|_{0}=\sum_x(\omega(x+1)-\omega(x))\operatorname{Im}U(x)=\sum_x\omega(x)\,\bigl(\operatorname{Im}U(x-1)-\operatorname{Im}U(x)\bigr).$$

In `hasDerivAt_landauFunctional`, `hlink`, `hd` and `hs` are the rotated link, its derivative and the shift. If the Landau condition holds, every term vanishes. Conversely, letting $\omega$ be 1 at one site $y$ and 0 elsewhere recovers the condition at $y$. This is `isLandau_iff_stationary`; it concerns first derivatives only and does not single out maxima.

## Why the winding copy is a copy

Let $g_k(x)=e^{2\pi i kx/n}$, with $x$ represented by $0,\dots,n-1$. Between neighbouring sites the phase grows by $2\pi k/n$. From $n-1$ back to $0$ it changes by $-2\pi k(n-1)/n=2\pi k/n-2\pi k$, which is the same step up to whole turns. `windingGauge_add_one` handles both cases by writing $x+1$ as $nq$ plus the representative of the next site.

Every transformed vacuum link is therefore
$$g_k(x)\,g_k(x+1)^{-1}=e^{-2\pi i k/n}.$$
Constant links satisfy the Landau condition, and summing their real parts gives $F=n\cos(2\pi k/n)$. The cosine equals 1 only if $2\pi k/n=2\pi m$ for an integer $m$, that is $k=nm$, which the hypothesis excludes. For $k=1$ it holds as soon as $n\ge2$.

## Copies with positive real parts

`landau_copy_is_winding` is a partial converse: a gauge transform $V$ of the vacuum that satisfies the Landau condition and has $\operatorname{Re}V(x)>0$ on every link equals a winding transform of the vacuum. This includes $k=0$, the vacuum itself, which is the only possibility for $n\le4$. The positivity is assumed; it restricts the link angles to within a quarter turn of zero.

Neighbouring links have equal imaginary parts and modulus one, so their real parts have equal squares. Positivity makes them equal (`hstep`), and induction around the ring makes all links equal to $V(0)$. In the product of all links each $g(x)$ cancels, which says that the flux through the ring is zero modulo $2\pi$, so $V(0)^n=1$. Hence $V(0)=e^{2\pi i m/n}$ for some integer $m$, and $k=-m$.

Without positivity the conclusion fails. For $n=3$ and $g=(1,1,-1)$ the transformed vacuum has links $(1,-1,-1)$; all imaginary parts vanish, but the links are not constant, so this is no winding copy. If instead all real parts are negative, the same argument again gives a winding copy. The example and this variant are argued here by hand and are not part of the file.
